# Bounds on the exchange expectation ⟨J·K⟩ of two commuting spins

## Spin triples and conventions

Units are $\hbar = 1$. Components carry Lean's indices $0,1,2$ for $x,y,z$, and `Fin 3 → A` is a triple of operators.

```lean
import Mathlib

open Matrix Complex
open scoped Kronecker

namespace TwoSpinExchangeBound

noncomputable section

variable {A : Type*} [Ring A] [StarRing A] [Algebra ℂ A]
```

`A` is a complex algebra of operators, `star` is the adjoint $\dagger$, and `I` is $i$.

```lean
/-- Scalar product `J·K = ∑ₐ Jₐ Kₐ` of two operator triples. -/
def dot (J K : Fin 3 → A) : A := ∑ a, J a * K a
```

This is $J\cdot K=\sum_a J_aK_a$, with $J$ on the left.

```lean
/-- Vector product `J × K` of two operator triples. -/
def cross (J K : Fin 3 → A) : Fin 3 → A :=
  ![J 1 * K 2 - J 2 * K 1, J 2 * K 0 - J 0 * K 2, J 0 * K 1 - J 1 * K 0]
```

This is $(J\times K)_a=\sum_{b,c}\epsilon_{abc}J_bK_c$, with $\epsilon$ the antisymmetric symbol, $\epsilon_{012}=1$.

```lean
/-- `J` is a self-adjoint (for matrices: Hermitian) triple obeying the angular momentum
commutation relations, with `J·J = j(j+1)` times the identity. -/
structure IsSpin (J : Fin 3 → A) (j : ℝ) : Prop where
  herm : ∀ a, star (J a) = J a
  xy : J 0 * J 1 - J 1 * J 0 = I • J 2
  yz : J 1 * J 2 - J 2 * J 1 = I • J 0
  zx : J 2 * J 0 - J 0 * J 2 = I • J 1
  casimir : dot J J = ((j : ℂ) * (j + 1)) • (1 : A)
```

`IsSpin J j` says that $J_a^\dagger=J_a$, that $[J_0,J_1]=iJ_2$ and cyclically, and that $J\cdot J=j(j+1)$. The last condition is assumed: the spin has one sharp magnitude on the whole space. The label $j$ is any real number; half-integrality is neither required nor derived.

```lean
/-- The vector operator `V = J × K + i (j K - k J)`. -/
def defect (J K : Fin 3 → A) (j k : ℝ) (a : Fin 3) : A :=
  cross J K a + I • ((j : ℂ) • K a - (k : ℂ) • J a)
```

This is $V=C+iW$, with $C=J\times K$ and $W=jK-kJ$.

```lean
/-- The operator `G = j k - J·K`. -/
def gap (J K : Fin 3 → A) (j k : ℝ) : A := ((j : ℂ) * k) • (1 : A) - dot J K
```

$G=jk-D$, with $D=J\cdot K$, measures the distance from the aligned value $jk$.

## The sum-of-squares identity

```lean
/-- Ordering rules for products of two spin components acting on any `x`: the three commutation
relations and the elimination of `Jz²` by `J·J = j(j+1)`. -/
theorem IsSpin.normal_order {J : Fin 3 → A} {j : ℝ} (h : IsSpin J j) (x : A) :
    J 1 * (J 0 * x) = J 0 * (J 1 * x) - I • (J 2 * x) ∧
    J 2 * (J 1 * x) = J 1 * (J 2 * x) - I • (J 0 * x) ∧
    J 2 * (J 0 * x) = J 0 * (J 2 * x) + I • (J 1 * x) ∧
    J 2 * (J 2 * x) = ((j : ℂ) * (j + 1)) • x - J 0 * (J 0 * x) - J 1 * (J 1 * x) := by
  refine ⟨?_, ?_, ?_, ?_⟩
  · rw [← smul_mul_assoc, ← h.xy]; noncomm_ring
  · rw [← smul_mul_assoc, ← h.yz]; noncomm_ring
  · rw [← smul_mul_assoc, ← h.zx]; noncomm_ring
  · have hc := congrArg (· * x) h.casimir
    simp only [dot, Fin.sum_univ_three, add_mul, mul_assoc, smul_mul_assoc, one_mul] at hc
    rw [← hc]; abel
```

The three commutators are turned into rules that reorder a product applied to any operator $x$, and the fourth rule replaces $J_2^2$ by $j(j+1)-J_0^2-J_1^2$.

```lean
/-- The exchange operator `J·K` of two mutually commuting spins is self-adjoint. -/
theorem star_dot {J K : Fin 3 → A} {j k : ℝ} (hJ : IsSpin J j) (hK : IsSpin K k)
    (hc : ∀ a b, J a * K b = K b * J a) : star (dot J K) = dot J K := by
  simp only [dot, star_sum, star_mul, hJ.herm, hK.herm, hc]
```

The hypothesis `hc`, $[J_a,K_b]=0$, says that $J$ and $K$ belong to independent degrees of freedom, such as two particles. Then $(J_aK_a)^\dagger=K_aJ_a=J_aK_a$, so $D$ is an observable.

```lean
/-- Sum-of-squares identity `(2j+1)(2k+1) G = ∑ₐ Vₐ† Vₐ + G† G` for two commuting spins. -/
theorem sum_of_squares [StarModule ℂ A] {J K : Fin 3 → A} {j k : ℝ} (hJ : IsSpin J j)
    (hK : IsSpin K k) (hc : ∀ a b, J a * K b = K b * J a) :
    ((2 * (j : ℂ) + 1) * (2 * (k : ℂ) + 1)) • gap J K j k =
      ∑ a, star (defect J K j k a) * defect J K j k a + star (gap J K j k) * gap J K j k := by
  have c0 : cross J K 0 = J 1 * K 2 - J 2 * K 1 := rfl
  have c1 : cross J K 1 = J 2 * K 0 - J 0 * K 2 := rfl
  have c2 : cross J K 2 = J 0 * K 1 - J 1 * K 0 := rfl
  have kj : ∀ a b, K b * J a = J a * K b := fun a b => (hc a b).symm
  have kjx : ∀ a b x, K b * (J a * x) = J a * (K b * x) := fun a b x => by
    rw [← mul_assoc, kj, mul_assoc]
  have oJ := hJ.normal_order
  have oJ1 := hJ.normal_order 1
  have oK1 := hK.normal_order 1
  simp only [mul_one] at oJ1 oK1
  -- move all `J` to the left of all `K`, then order each pair of components
  simp only [gap, defect, dot, Fin.sum_univ_three, c0, c1, c2, star_add, star_sub, star_mul,
    star_smul, star_one, hJ.herm, hK.herm, Complex.star_def, conj_I, conj_ofReal,
    mul_add, add_mul, mul_sub, sub_mul, mul_assoc, smul_mul_assoc, mul_smul_comm, mul_one,
    one_mul, kj, kjx, oJ, oJ1, oK1]
  -- compare coefficients of the ordered monomials, using `i² = -1`

  match_scalars <;>
    first
      | ring1
      | (ring_nf; simp only [Complex.I_sq]; ring1)
```

For all real $j,k$,
$$(2j+1)(2k+1)\,G=\sum_a V_a^\dagger V_a+G^\dagger G .$$
By hand, with repeated indices summed: $C$, $W$ and $G$ are self-adjoint, so
$$\sum_a V_a^\dagger V_a=C\cdot C+W\cdot W+i\,(C\cdot W-W\cdot C).$$
The commutators give $\epsilon_{bcd}J_bJ_c=iJ_d$, likewise for $K$, and $K_cK_b=K_bK_c-i\epsilon_{bcd}K_d$. Hence $J_bJ_cK_cK_b=D^2+D$, and contracting the two $\epsilon$ symbols in $C\cdot C$ yields
$$C\cdot C=J_bJ_bK_cK_c-J_bJ_cK_cK_b=j(j+1)k(k+1)-D^2-D .$$
Next, $W\cdot W=j^2k(k+1)+k^2j(j+1)-2jkD$. The same rule gives $J\cdot C=C\cdot K=iD$ and $C\cdot J=K\cdot C=-iD$, so $C\cdot W-W\cdot C=2i(j+k)D$ and the cross term is $-2(j+k)D$. Adding $G^2=j^2k^2-2jkD+D^2$ cancels $D^2$. The coefficient of $-D$ is $1+2j+2k+4jk=(2j+1)(2k+1)$, and the constant is
$$jk\,[(j+1)(k+1)+j(k+1)+k(j+1)+jk]=jk\,(2j+1)(2k+1).$$
Lean works component by component instead. The long `simp only` expands both sides, moves every $J$ to the left of every $K$ (`kj`, `kjx`) and applies `normal_order`; `match_scalars` then compares the coefficient of each ordered monomial, using $i^2=-1$.

## Expectation values and the bounds

```lean
variable {n : Type*} [Fintype n] [DecidableEq n]

/-- Expectation value `Re ⟨ψ, M ψ⟩` of a matrix `M` in the state `ψ`. -/
def expect (M : Matrix n n ℂ) (ψ : n → ℂ) : ℝ := (star ψ ⬝ᵥ M *ᵥ ψ).re
```

The operators are now matrices on a finite index set `n`, so infinite-dimensional spaces are not treated. Here $\langle M\rangle=\operatorname{Re}\,\psi^\dagger M\psi$ for a matrix $M$ and vector $\psi$, with no division by the norm; `star ψ ⬝ᵥ ψ = 1` will express $\psi^\dagger\psi=1$. For self-adjoint $D$ the real part discards nothing.

```lean
omit [DecidableEq n] in
/-- The expectation of `B† B` is the squared norm of `B ψ`. -/
theorem expect_star_mul_self (B : Matrix n n ℂ) (ψ : n → ℂ) :
    expect (star B * B) ψ = ∑ i, ‖(B *ᵥ ψ) i‖ ^ 2 := by
  rw [expect, star_eq_conjTranspose, ← mulVec_mulVec, dotProduct_mulVec, ← star_mulVec]
  generalize B *ᵥ ψ = v
  rw [dotProduct, Complex.re_sum]
  refine Finset.sum_congr rfl fun i _ => ?_
  simp [Complex.sq_norm, Complex.normSq_apply]
```

For any matrix $B$, $\psi^\dagger B^\dagger B\psi=(B\psi)^\dagger(B\psi)=\|B\psi\|^2$.

```lean
/-- For a unit vector, `‖(j k - J·K) ψ‖² ≤ (2j+1)(2k+1)(j k - ⟨J·K⟩)`. -/
theorem residual_le {J K : Fin 3 → Matrix n n ℂ} {j k : ℝ} (hJ : IsSpin J j) (hK : IsSpin K k)
    (hc : ∀ a b, J a * K b = K b * J a) {ψ : n → ℂ} (hψ : star ψ ⬝ᵥ ψ = 1) :
    ∑ i, ‖(gap J K j k *ᵥ ψ) i‖ ^ 2 ≤
      (2 * j + 1) * (2 * k + 1) * (j * k - expect (dot J K) ψ) := by
  have e : expect (((2 * (j : ℂ) + 1) * (2 * (k : ℂ) + 1)) • gap J K j k) ψ =
      (2 * j + 1) * (2 * k + 1) * (j * k - expect (dot J K) ψ) := by
    simp only [expect, gap, Matrix.smul_mulVec, sub_mulVec, one_mulVec, dotProduct_smul,
      dotProduct_sub, hψ, smul_eq_mul, mul_one]
    simp only [mul_re, add_re, sub_re, mul_im, add_im, sub_im, ofReal_re, ofReal_im, re_ofNat,
      im_ofNat, one_re, one_im]
    ring
  have hadd : ∀ M N : Matrix n n ℂ, expect (M + N) ψ = expect M ψ + expect N ψ := by
    intro M N; simp [expect, add_mulVec, dotProduct_add]
  have hn : ∀ B : Matrix n n ℂ, 0 ≤ ∑ i, ‖(B *ᵥ ψ) i‖ ^ 2 :=
    fun B => Finset.sum_nonneg fun i _ => sq_nonneg _
  rw [sum_of_squares hJ hK hc] at e
  simp only [Fin.sum_univ_three, hadd, expect_star_mul_self] at e
  -- drop the three non-negative terms `‖Vₐ ψ‖²`
  linarith [hn (defect J K j k 0), hn (defect J K j k 1), hn (defect J K j k 2)]
```

For commuting spins, taking the expectation of both sides of the sum-of-squares identity in a unit vector gives
$$(2j+1)(2k+1)\,(jk-\langle D\rangle)=\sum_a\|V_a\psi\|^2+\|G\psi\|^2\ \ge\ \|G\psi\|^2 .$$
Step `e` evaluates the left side, the rewrite by `sum_of_squares` produces the right side, and `linarith` discards the three terms $\|V_a\psi\|^2\ge0$. No sign of $j$ or $k$ is used.

```lean
/-- Ferromagnetic bound: for commuting spins `j, k ≥ 0` every unit vector has `⟨J·K⟩ ≤ j k`. -/
theorem ferromagnetic_bound {J K : Fin 3 → Matrix n n ℂ} {j k : ℝ} (hj : 0 ≤ j) (hk : 0 ≤ k)
    (hJ : IsSpin J j) (hK : IsSpin K k) (hc : ∀ a b, J a * K b = K b * J a)
    {ψ : n → ℂ} (hψ : star ψ ⬝ᵥ ψ = 1) : expect (dot J K) ψ ≤ j * k := by
  have h := (Finset.sum_nonneg fun i _ => sq_nonneg _).trans (residual_le hJ hK hc hψ)
  have hP : 0 < (2 * j + 1) * (2 * k + 1) := by positivity
  by_contra hlt
  have := mul_pos hP (sub_pos.2 (not_le.1 hlt))
  nlinarith
```

For commuting spins with $j,k\ge0$, every unit vector has $\langle J\cdot K\rangle\le jk$. By hand, $0\le(2j+1)(2k+1)(jk-\langle D\rangle)$ (`h`) is divided by the positive prefactor (`hP`). Lean assumes $\langle D\rangle>jk$, multiplies by the prefactor, and `nlinarith` finds the contradiction with `h`. For a two-site Heisenberg model $H=-\mathcal J\,J\cdot K$ with coupling $\mathcal J>0$, fixed spin magnitudes and finite dimension, this says that no state has energy below $-\mathcal J jk$.

```lean
/-- A unit vector has `⟨J·K⟩ = j k` exactly when `J·K ψ = j k ψ`. -/
theorem expect_eq_iff {J K : Fin 3 → Matrix n n ℂ} {j k : ℝ} (hJ : IsSpin J j)
    (hK : IsSpin K k) (hc : ∀ a b, J a * K b = K b * J a) {ψ : n → ℂ}
    (hψ : star ψ ⬝ᵥ ψ = 1) :
    expect (dot J K) ψ = j * k ↔ dot J K *ᵥ ψ = ((j : ℂ) * k) • ψ := by
  constructor
  · intro h
    have hr := residual_le hJ hK hc hψ
    rw [h, sub_self, mul_zero] at hr
    have h0 := (Finset.sum_eq_zero_iff_of_nonneg fun i _ => sq_nonneg _).1
      (le_antisymm hr (Finset.sum_nonneg fun i _ => sq_nonneg _))
    have hG : gap J K j k *ᵥ ψ = 0 := funext fun i => by
      simpa using h0 i (Finset.mem_univ i)
    rw [gap, sub_mulVec, Matrix.smul_mulVec, one_mulVec, sub_eq_zero] at hG
    exact hG.symm
  · intro h
    simp [expect, h, hψ]
```

For commuting spins (`hc`), the value $jk$ is reached exactly on eigenvectors with $D\psi=jk\,\psi$. If $\langle D\rangle=jk$, the residual inequality reads $\|G\psi\|^2\le0$, so every component of $G\psi$ vanishes (`h0`, `hG`). Conversely, $D\psi=jk\,\psi$ gives $\psi^\dagger D\psi=jk$. Whether such a vector exists for general $j,k$ is left open by this statement.

```lean
/-- Antiferromagnetic bound: for commuting spins `j, k ≥ 0` every unit vector has
`⟨J·K⟩ ≥ -(j k + min j k)`. -/
theorem antiferromagnetic_bound {J K : Fin 3 → Matrix n n ℂ} {j k : ℝ} (hj : 0 ≤ j)
    (hk : 0 ≤ k) (hJ : IsSpin J j) (hK : IsSpin K k) (hc : ∀ a b, J a * K b = K b * J a)
    {ψ : n → ℂ} (hψ : star ψ ⬝ᵥ ψ = 1) : -(j * k + min j k) ≤ expect (dot J K) ψ := by
  -- `s(s+1)` is unchanged under `s → -(s+1)`
  have flip : ∀ {L : Fin 3 → Matrix n n ℂ} {s : ℝ}, IsSpin L s → IsSpin L (-(s + 1)) :=
    fun h => ⟨h.herm, h.xy, h.yz, h.zx, by rw [h.casimir]; congr 1; push_cast; ring⟩
  have h1 := (Finset.sum_nonneg fun i _ => sq_nonneg _).trans (residual_le hJ (flip hK) hc hψ)
  have h2 := (Finset.sum_nonneg fun i _ => sq_nonneg _).trans (residual_le (flip hJ) hK hc hψ)
  have hP : 0 < (2 * j + 1) * (2 * k + 1) := by positivity
  by_contra hlt
  have := mul_pos hP (sub_pos.2 (not_le.1 hlt))
  rcases min_choice j k with h | h <;> rw [h] at this <;> nlinarith
```

For $j,k\ge0$, $\langle J\cdot K\rangle\ge-(jk+\min(j,k))$. A label $s$ and the label $-(s+1)$ give the same $s(s+1)$, which is `flip`. Replacing $k$ by $-(k+1)$ turns $2k+1$ into $-(2k+1)$, so
$$0\le-(2j+1)(2k+1)\,\bigl(-j(k+1)-\langle D\rangle\bigr),$$
that is $\langle D\rangle\ge-jk-j$ (`h1`). Flipping $j$ gives $\langle D\rangle\ge-jk-k$ (`h2`). Both hold, and the stated bound is the stronger of the two; `min_choice` splits into the cases $\min(j,k)=j$ and $\min(j,k)=k$, which are exactly these two inequalities. For two spins $1/2$ the bound is $-3/4$; its attainment is not part of the theorem.

## Two spins 1/2

```lean
/-- The spin-1/2 matrices `σₐ / 2`. -/
def spinHalf : Fin 3 → Matrix (Fin 2) (Fin 2) ℂ :=
  ![!![0, 1 / 2; 1 / 2, 0], !![0, -I / 2; I / 2, 0], !![1 / 2, 0; 0, -1 / 2]]
```

These are the Pauli matrices $\sigma_a$ divided by two, $s_a=\sigma_a/2$; basis index $0$ is spin up.

```lean
/-- Spin 1/2 acting on the first factor of `ℂ² ⊗ ℂ²`. -/
def spinLeft (a : Fin 3) := spinHalf a ⊗ₖ (1 : Matrix (Fin 2) (Fin 2) ℂ)
```

$J_a=s_a\otimes 1$, where `⊗ₖ` is the Kronecker product.

```lean
/-- Spin 1/2 acting on the second factor of `ℂ² ⊗ ℂ²`. -/
def spinRight (a : Fin 3) := (1 : Matrix (Fin 2) (Fin 2) ℂ) ⊗ₖ spinHalf a
```

$K_a=1\otimes s_a$.

```lean
/-- The product state with both spins up. -/
def upUp : Fin 2 × Fin 2 → ℂ := fun p => if p = (0, 0) then 1 else 0
```

The unit vector $|\!\uparrow\uparrow\rangle$ has amplitude $1$ on the index $(0,0)$.

```lean
/-- Two spins 1/2 on `ℂ² ⊗ ℂ²` meet all hypotheses, and the unit vector with both spins up has
`⟨J·K⟩ = (1/2)(1/2)`. -/
theorem two_spin_half_witness :
    IsSpin spinLeft (1 / 2) ∧ IsSpin spinRight (1 / 2) ∧
    (∀ a b, spinLeft a * spinRight b = spinRight b * spinLeft a) ∧ star upUp ⬝ᵥ upUp = 1 ∧
    expect (dot spinLeft spinRight) upUp = 1 / 2 * (1 / 2) := by
  have hσ : IsSpin spinHalf (1 / 2) := by
    refine ⟨fun a => ?_, ?_, ?_, ?_, ?_⟩
    · fin_cases a <;> ext p q <;> fin_cases p <;> fin_cases q <;>
        simp [spinHalf, Matrix.star_apply] <;> norm_num
    all_goals
      ext p q
      fin_cases p <;> fin_cases q <;>
        simp [spinHalf, dot, Fin.sum_univ_three, Matrix.mul_apply, Fin.sum_univ_two,
          Complex.ext_iff] <;> norm_num
  have hh : ∀ a, (spinHalf a)ᴴ = spinHalf a := hσ.herm
  have hcas : spinHalf 0 * spinHalf 0 + spinHalf 1 * spinHalf 1 + spinHalf 2 * spinHalf 2 =
      ((((1 / 2 : ℝ) : ℂ)) * (((1 / 2 : ℝ) : ℂ) + 1)) • (1 : Matrix (Fin 2) (Fin 2) ℂ) := by
    simpa only [dot, Fin.sum_univ_three] using hσ.casimir
  have kL : ∀ {a b c}, spinHalf a * spinHalf b - spinHalf b * spinHalf a = I • spinHalf c →
      spinLeft a * spinLeft b - spinLeft b * spinLeft a = I • spinLeft c := by
    intro a b c h
    simp only [spinLeft, ← mul_kronecker_mul, Matrix.mul_one, ← smul_kronecker, ← h]
    ext ⟨p, q⟩ ⟨r, s⟩; simp [sub_mul]
  have kR : ∀ {a b c}, spinHalf a * spinHalf b - spinHalf b * spinHalf a = I • spinHalf c →
      spinRight a * spinRight b - spinRight b * spinRight a = I • spinRight c := by
    intro a b c h
    simp only [spinRight, ← mul_kronecker_mul, Matrix.mul_one, ← kronecker_smul, ← h]
    ext ⟨p, q⟩ ⟨r, s⟩; simp [mul_sub]
  refine ⟨⟨fun a => ?_, kL hσ.xy, kL hσ.yz, kL hσ.zx, ?_⟩,
    ⟨fun a => ?_, kR hσ.xy, kR hσ.yz, kR hσ.zx, ?_⟩, fun a b => ?_, ?_, ?_⟩
  · rw [spinLeft, star_eq_conjTranspose, conjTranspose_kronecker, conjTranspose_one, hh]
  · simp only [dot, Fin.sum_univ_three, spinLeft, ← mul_kronecker_mul, Matrix.mul_one,
      ← add_kronecker]
    rw [hcas, smul_kronecker, one_kronecker_one]
  · rw [spinRight, star_eq_conjTranspose, conjTranspose_kronecker, conjTranspose_one, hh]
  · simp only [dot, Fin.sum_univ_three, spinRight, ← mul_kronecker_mul, Matrix.mul_one,
      ← kronecker_add]
    rw [hcas, kronecker_smul, one_kronecker_one]
  · simp only [spinLeft, spinRight, ← mul_kronecker_mul, Matrix.mul_one, Matrix.one_mul]
  · simp [upUp, dotProduct, Fintype.sum_prod_type, Fin.sum_univ_two]
  · simp only [dot, Fin.sum_univ_three, spinLeft, spinRight, ← mul_kronecker_mul,
      Matrix.mul_one, Matrix.one_mul]
    simp [expect, upUp, dotProduct, mulVec, Fintype.sum_prod_type, Fin.sum_univ_two,
      spinHalf] <;> norm_num

end

end TwoSpinExchangeBound
```

These matrices satisfy every hypothesis with $j=k=1/2$, and $|\!\uparrow\uparrow\rangle$ reaches the upper bound $1/4$. By hand, the expectation factorises as $\sum_a\langle\uparrow|s_a|\uparrow\rangle^2=0+0+\tfrac14$. Lean checks the $2\times2$ relations entry by entry (`hσ`), lifts them to each factor (`kL`, `kR`, `hcas`) with the product rule `mul_kronecker_mul`, and evaluates the expectation from the entries.

```lean
#print axioms TwoSpinExchangeBound.star_dot
#print axioms TwoSpinExchangeBound.ferromagnetic_bound
#print axioms TwoSpinExchangeBound.expect_eq_iff
#print axioms TwoSpinExchangeBound.antiferromagnetic_bound
```

```
'TwoSpinExchangeBound.star_dot' depends on axioms: [propext, Classical.choice, Quot.sound]
'TwoSpinExchangeBound.ferromagnetic_bound' depends on axioms: [propext, Classical.choice, Quot.sound]
'TwoSpinExchangeBound.expect_eq_iff' depends on axioms: [propext, Classical.choice, Quot.sound]
'TwoSpinExchangeBound.antiferromagnetic_bound' depends on axioms: [propext, Classical.choice, Quot.sound]
```

## Non-commuting triples and negative labels

The following cases show that the upper bound $\langle J\cdot K\rangle\le jk$ can fail when a hypothesis is dropped; they are worked by hand and do not appear in the Lean code. Without `hc`, take $J_a=K_a=s_a$ on $\mathbb C^2$ with $j=k=1/2$: then $J\cdot K=3/4$ in every unit vector, above $jk=1/4$. Without $j\ge0$, keep the two spins $1/2$ but label the first by $j=-3/2$, which also has $j(j+1)=3/4$: then $jk=-3/4$, while $|\!\uparrow\uparrow\rangle$ gives $1/4$.
